# A Hermitian KKR path operator is nondecreasing between poles when −M′ is positive semidefinite

## The KKR matrix, its inverse and the sign convention

In multiple-scattering theory, the KKR matrix \(M(E)\) at real energy \(E\) combines single-site scattering with propagation between sites. One-electron levels lie where \(\det M(E)=0\). These energies are called poles here, because the scattering path operator

\[
\tau(E)=M(E)^{-1}
\]

diverges there. The question is how \(\tau\) changes with energy on a window \([E_1,E_2]\) without poles. If \(M\) is Hermitian and differentiable there, and \(-M'(E)\) is positive semidefinite, then \(\tau(E_2)-\tau(E_1)\) is positive semidefinite.

The sign differs from common textbook use. With \(t\) the single-site scattering matrix and \(G_0\) the free propagator between sites, many texts write \(\tau=(t^{-1}-G_0)^{-1}\). If the radial functions of the partial waves are chosen real at negative energy, this operator has a positive semidefinite residue at a bound state, so its diverging part falls with energy on either side of the level. The condition on \(-M'\) fits the opposite choice, \(M=G_0-t^{-1}\), and \(\tau\) is then minus the textbook operator.

The condition itself is assumed. For a secular matrix \(H-ES\) with fixed Hamiltonian matrix \(H\) and overlap matrix \(S\), \(-M'\) is \(S\), and the condition is the positivity of a norm. For a KKR matrix the condition also depends on how the partial waves are normalised as the energy changes, and it can fail away from the levels. Both it and Hermiticity must therefore be checked for the KKR matrix and the energy window at hand.

The index type `n` is any finite set of combined site and angular-momentum labels.

In Lean 4 with Mathlib:

```lean
import Mathlib

open Matrix Filter Topology Set
open scoped ComplexOrder

namespace KKREnergyDependence

noncomputable section

variable {n : Type*} [Fintype n] [DecidableEq n]
```

The path operator is the matrix inverse at each energy.

```lean
/-- The scattering path operator `τ(E) = M(E)⁻¹` of a KKR matrix `M(E)`, for energies
with `det M(E) ≠ 0`. -/
def pathOperator (M : ℝ → Matrix n n ℂ) (E : ℝ) : Matrix n n ℂ := (M E)⁻¹
```

For an amplitude vector \(x\), write \(\langle x,Ax\rangle=x^\dagger Ax\). The function `expectation` is the real part of this form. Since \(x\) need not be normalised, the usual expectation value is obtained by dividing by \(x^\dagger x\) for \(x\neq0\).

```lean
/-- The real part of the quadratic form `⟨x, A x⟩` of a matrix `A` in the amplitude
vector `x`. -/
def expectation (A : Matrix n n ℂ) (x : n → ℂ) : ℝ := (star x ⬝ᵥ A *ᵥ x).re
```

`RegularWindow` collects Hermiticity, differentiability and the absence of poles. The derivative `M'` is taken entry by entry and is two-sided even at the ends of the window, so \(M\) must be differentiable there from both sides. Continuity of \(M'\) is not required.

```lean
/-- An energy window `[E₁, E₂]` on which the KKR matrix `M` is Hermitian, has the
energy derivative `M'`, and has nonzero determinant. -/
structure RegularWindow (M M' : ℝ → Matrix n n ℂ) (E₁ E₂ : ℝ) : Prop where
  hermitian : ∀ E ∈ Icc E₁ E₂, (M E).IsHermitian
  deriv : ∀ E ∈ Icc E₁ E₂, ∀ i j, HasDerivAt (fun e => M e i j) (M' E i j) E
  no_pole : ∀ E ∈ Icc E₁ E₂, (M E).det ≠ 0
```

## The energy derivative of the path operator

Let \(e\) and \(E\) be two energies that are not poles. Since \(\tau(e)M(e)=1\) and \(M(E)\tau(E)=1\),

\[
-\tau(e)\,[M(e)-M(E)]\,\tau(E)=-\tau(E)+\tau(e).
\]

The proof expands the product and cancels the two inverse pairs.

```lean
/-- Path operators at two energies that are not poles differ by the change of the KKR
matrix, placed between the two path operators, with a minus sign. -/
theorem pathOperator_sub (M : ℝ → Matrix n n ℂ) {e E : ℝ}
    (he : (M e).det ≠ 0) (hE : (M E).det ≠ 0) :
    pathOperator M e - pathOperator M E =
      -(pathOperator M e * (M e - M E) * pathOperator M E) := by
  unfold pathOperator
  have h1 : (M e)⁻¹ * M e = 1 := Matrix.nonsing_inv_mul _ (isUnit_iff_ne_zero.2 he)
  have h2 : M E * (M E)⁻¹ = 1 := Matrix.mul_nonsing_inv _ (isUnit_iff_ne_zero.2 hE)
  rw [mul_sub, sub_mul, h1, one_mul, mul_assoc, h2, mul_one]
  abel
```

To divide by \(e-E\) and take the limit, one needs \(\tau(e)\to\tau(E)\). A determinant is a finite sum of products of entries, so it converges when the entries do.

```lean
/-- The determinant of a matrix converges when all entries converge. -/
private theorem det_tendsto {l : Filter ℝ} {A : ℝ → Matrix n n ℂ} {B : Matrix n n ℂ}
    (h : ∀ i j, Tendsto (fun e => A e i j) l (𝓝 (B i j))) :
    Tendsto (fun e => (A e).det) l (𝓝 B.det) := by
  simp only [Matrix.det_apply']
  exact tendsto_finsetSum _ fun σ _ =>
    tendsto_const_nhds.mul (tendsto_finsetProd _ fun i _ => h _ _)
```

The inverse is the adjugate divided by the determinant. Each entry of the adjugate is itself a determinant, with one row replaced by a unit vector, so the previous limit applies to numerator and denominator.

```lean
/-- The entries of the inverse converge when all entries converge to those of a matrix
with nonzero determinant. -/
private theorem inv_tendsto {l : Filter ℝ} {A : ℝ → Matrix n n ℂ} {B : Matrix n n ℂ}
    (h : ∀ i j, Tendsto (fun e => A e i j) l (𝓝 (B i j))) (hB : B.det ≠ 0) (i j : n) :
    Tendsto (fun e => (A e)⁻¹ i j) l (𝓝 (B⁻¹ i j)) := by
  simp only [Matrix.inv_def, Ring.inverse_eq_inv', Matrix.smul_apply, smul_eq_mul,
    Matrix.adjugate_apply]
  refine ((det_tendsto h).inv₀ hB).mul (det_tendsto fun k m => ?_)
  simp only [Matrix.updateRow_apply]
  by_cases hk : k = j
  · simp only [if_pos hk]
    exact tendsto_const_nhds
  · simp only [if_neg hk]
    exact h k m
```

Near \(E\) the determinant stays nonzero, and

\[
\frac{\tau(e)-\tau(E)}{e-E}=-\tau(e)\,\frac{M(e)-M(E)}{e-E}\,\tau(E)\;\longrightarrow\;-\tau(E)M'(E)\tau(E).
\]

In the code `D` is \(M'(E)\). The step `key` is the limit of the right-hand side, and the rest identifies it with the difference quotient of \(\tau\).

```lean
/-- Away from poles the path operator has the energy derivative `τ' = -τ M' τ`. -/
theorem hasDerivAt_pathOperator {M : ℝ → Matrix n n ℂ} {D : Matrix n n ℂ} {E : ℝ}
    (hM : ∀ i j, HasDerivAt (fun e => M e i j) (D i j) E) (hdet : (M E).det ≠ 0)
    (i j : n) :
    HasDerivAt (fun e => pathOperator M e i j)
      ((-(pathOperator M E * D * pathOperator M E)) i j) E := by
  have hc : ∀ k l, Tendsto (fun e => M e k l) (𝓝[≠] E) (𝓝 (M E k l)) := fun k l =>
    (hM k l).continuousAt.tendsto.mono_left nhdsWithin_le_nhds
  have hne : ∀ᶠ e in 𝓝[≠] E, (M e).det ≠ 0 := (det_tendsto hc).eventually_ne hdet
  have hs : ∀ k l, Tendsto (slope (fun e => M e k l) E) (𝓝[≠] E) (𝓝 (D k l)) :=
    fun k l => hasDerivAt_iff_tendsto_slope.1 (hM k l)
  rw [hasDerivAt_iff_tendsto_slope]
  -- the limit of the difference quotient, written with the identity for `τ(e) - τ(E)`
  have key : Tendsto (fun e => -∑ l, (∑ k, pathOperator M e i k *
      slope (fun e => M e k l) E e) * pathOperator M E l j) (𝓝[≠] E)
      (𝓝 ((-(pathOperator M E * D * pathOperator M E)) i j)) := by
    simp only [Matrix.neg_apply, Matrix.mul_apply]
    exact (tendsto_finsetSum _ fun l _ => (tendsto_finsetSum _ fun k _ =>
      (inv_tendsto hc hdet i k).mul (hs k l)).mul tendsto_const_nhds).neg
  refine key.congr' ?_
  filter_upwards [hne] with e he
  have h := congrArg (fun A : Matrix n n ℂ => A i j) (pathOperator_sub M he hdet)
  simp only [Matrix.sub_apply, Matrix.neg_apply, Matrix.mul_apply] at h
  simp only [slope, vsub_eq_sub]
  rw [h]
  simp only [smul_neg, Finset.smul_sum, mul_smul_comm, smul_mul_assoc, Finset.sum_mul]
```

Since \(M(E)\) is Hermitian, so is \(\tau(E)\). For fixed \(x\),

\[
\frac{d}{dE}\langle x,\tau x\rangle=-x^\dagger\tau M'\tau x=(\tau x)^\dagger(-M')(\tau x).
\]

The equation `h2` moves one factor \(\tau\) to the left vector.

```lean
/-- For a Hermitian KKR matrix away from poles, with energy derivative `M'`, the energy derivative
of the real part of `⟨x, τ x⟩` is the real part of the quadratic form of `-M'` in the scattered
amplitudes `τ x`. -/
theorem hasDerivAt_expectation {M : ℝ → Matrix n n ℂ} {D : Matrix n n ℂ} {E : ℝ}
    (hH : (M E).IsHermitian) (hM : ∀ i j, HasDerivAt (fun e => M e i j) (D i j) E)
    (hdet : (M E).det ≠ 0) (x : n → ℂ) :
    HasDerivAt (fun e => expectation (pathOperator M e) x)
      (expectation (-D) (pathOperator M E *ᵥ x)) E := by
  have h : HasDerivAt (fun e => star x ⬝ᵥ pathOperator M e *ᵥ x)
      (star x ⬝ᵥ (-(pathOperator M E * D * pathOperator M E)) *ᵥ x) E := by
    simp only [dotProduct, Matrix.mulVec]
    exact HasDerivAt.fun_sum fun i _ => (HasDerivAt.fun_sum fun j _ =>
      (hasDerivAt_pathOperator hM hdet i j).mul_const (x j)).const_mul (star x i)
  have hτ : (pathOperator M E)ᴴ = pathOperator M E := by
    rw [pathOperator, Matrix.conjTranspose_nonsing_inv, hH.eq]
  -- move one path operator to the left vector
  have h2 : star x ⬝ᵥ (-(pathOperator M E * D * pathOperator M E)) *ᵥ x =
      star (pathOperator M E *ᵥ x) ⬝ᵥ (-D) *ᵥ (pathOperator M E *ᵥ x) := by
    rw [Matrix.star_mulVec, hτ, ← Matrix.dotProduct_mulVec, Matrix.mulVec_mulVec,
      Matrix.mulVec_mulVec]
    simp only [mul_neg, neg_mul, mul_assoc]
  rw [h2] at h
  exact Complex.reCLM.hasFDerivAt.comp_hasDerivAt E h
```

## From a derivative to a matrix inequality

For Hermitian \(A\), \((x^\dagger Ax)^*=x^\dagger A^\dagger x=x^\dagger Ax\), so the form is real and taking its real part loses nothing.

```lean
omit [DecidableEq n] in
/-- The quadratic form of a Hermitian matrix is real. -/
private theorem expectation_eq {A : Matrix n n ℂ} (hA : A.IsHermitian) (x : n → ℂ) :
    star x ⬝ᵥ A *ᵥ x = (expectation A x : ℂ) := by
  have h : star (star x ⬝ᵥ A *ᵥ x) = star x ⬝ᵥ A *ᵥ x := by
    conv_rhs => rw [Matrix.star_dotProduct, Matrix.star_mulVec, hA.eq,
      ← Matrix.dotProduct_mulVec]
  exact (Complex.conj_eq_iff_re.1 h).symm
```

The form is linear in the matrix: \(\langle x,(A-B)x\rangle=\langle x,Ax\rangle-\langle x,Bx\rangle\).

```lean
omit [DecidableEq n] in
/-- The real part of the quadratic form of a difference of matrices is the difference of
the real parts. -/
private theorem expectation_sub (A B : Matrix n n ℂ) (x : n → ℂ) :
    expectation (A - B) x = expectation A x - expectation B x := by
  simp only [expectation, Matrix.sub_mulVec, dotProduct_sub, Complex.sub_re]
```

The inverses of the Hermitian matrices \(M(E_1)\) and \(M(E_2)\) are Hermitian, and so is their difference.

```lean
/-- On a regular window the difference of the path operators at the two ends is
Hermitian. -/
private theorem hermitian_sub {M M' : ℝ → Matrix n n ℂ} {E₁ E₂ : ℝ}
    (hW : RegularWindow M M' E₁ E₂) (h : E₁ ≤ E₂) :
    (pathOperator M E₂ - pathOperator M E₁).IsHermitian := by
  have h1 := (hW.hermitian E₁ (left_mem_Icc.2 h)).eq
  have h2 := (hW.hermitian E₂ (right_mem_Icc.2 h)).eq
  rw [Matrix.IsHermitian, Matrix.conjTranspose_sub, pathOperator, pathOperator,
    Matrix.conjTranspose_nonsing_inv, Matrix.conjTranspose_nonsing_inv, h1, h2]
```

Set \(f_x(E)=\langle x,\tau(E)x\rangle\). Its derivative is the form of \(-M'\) in the vector \(\tau x\), hence nonnegative. By the mean value theorem, for \(a<b\) in the window there is a \(\xi\) between them with

\[
f_x(b)-f_x(a)=f_x'(\xi)(b-a)\ge 0.
\]

```lean
/-- On a regular window where `-M'` is positive semidefinite, the real part of
`⟨x, τ(E) x⟩` is nondecreasing in energy for every amplitude vector `x`. -/
theorem expectation_monotoneOn {M M' : ℝ → Matrix n n ℂ} {E₁ E₂ : ℝ}
    (hW : RegularWindow M M' E₁ E₂) (hD : ∀ E ∈ Icc E₁ E₂, (-(M' E)).PosSemidef)
    (x : n → ℂ) :
    MonotoneOn (fun E => expectation (pathOperator M E) x) (Icc E₁ E₂) := by
  have hd := fun E hE =>
    hasDerivAt_expectation (hW.hermitian E hE) (hW.deriv E hE) (hW.no_pole E hE) x
  refine monotoneOn_of_deriv_nonneg (convex_Icc _ _)
    (fun E hE => (hd E hE).continuousAt.continuousWithinAt)
    (fun E hE => (hd E (interior_subset hE)).differentiableAt.differentiableWithinAt)
    (fun E hE => ?_)
  rw [(hd E (interior_subset hE)).deriv]
  exact (Complex.le_def.1 ((hD E (interior_subset hE)).dotProduct_mulVec_nonneg _)).1
```

Taking the two ends of the window gives \(x^\dagger[\tau(E_2)-\tau(E_1)]x\ge0\) for every \(x\). Together with Hermiticity, this is `PosSemidef`.

```lean
/-- If `M` is Hermitian, differentiable and free of poles of `τ = M⁻¹` on `[E₁, E₂]`, and
`-M'` is positive semidefinite there, then `τ(E₂) - τ(E₁)` is positive semidefinite. -/
theorem pathOperator_monotone {M M' : ℝ → Matrix n n ℂ} {E₁ E₂ : ℝ}
    (hW : RegularWindow M M' E₁ E₂) (hD : ∀ E ∈ Icc E₁ E₂, (-(M' E)).PosSemidef)
    (h : E₁ ≤ E₂) : (pathOperator M E₂ - pathOperator M E₁).PosSemidef := by
  have hH := hermitian_sub hW h
  refine Matrix.posSemidef_iff_dotProduct_mulVec.2 ⟨hH, fun x => ?_⟩
  rw [expectation_eq hH, expectation_sub]
  exact Complex.zero_le_real.2 (sub_nonneg.2
    (expectation_monotoneOn hW hD x (left_mem_Icc.2 h) (right_mem_Icc.2 h) h))
```

For the unit vector \(x=e_i\), \(f_x=\tau_{ii}\). Each diagonal entry, for one site and one angular-momentum channel, is therefore nondecreasing. The statement uses its real part, which is the whole entry on a regular window.

```lean
/-- On a regular window where `-M'` is positive semidefinite, the real part of every
diagonal entry of the path operator is nondecreasing in energy. -/
theorem diagonal_monotoneOn {M M' : ℝ → Matrix n n ℂ} {E₁ E₂ : ℝ}
    (hW : RegularWindow M M' E₁ E₂) (hD : ∀ E ∈ Icc E₁ E₂, (-(M' E)).PosSemidef)
    (i : n) : MonotoneOn (fun E => (pathOperator M E i i).re) (Icc E₁ E₂) := by
  have hs : star (Pi.single i (1 : ℂ) : n → ℂ) = Pi.single i 1 := by
    ext k
    by_cases hk : k = i
    · subst hk
      simp
    · simp [hk]
  have he : ∀ A : Matrix n n ℂ, expectation A (Pi.single i 1) = (A i i).re := by
    intro A
    simp [expectation, hs]
  simpa only [he] using expectation_monotoneOn hW hD (Pi.single i 1)
```

In electronic-structure work this constrains the path operator between one-electron levels, for a finite, Hermitian KKR matrix that meets the sign condition.

If \(-M'\) is positive definite and \(x\ne0\), then \(\tau x\ne0\), because \(\tau x=0\) would give \(x=M\tau x=0\). Hence \(f_x'>0\), and for \(E_1<E_2\) the difference of path operators is positive definite.

```lean
/-- If `-M'` is positive definite on a regular window and `E₁ < E₂`, then
`τ(E₂) - τ(E₁)` is positive definite. -/
theorem pathOperator_strictMono {M M' : ℝ → Matrix n n ℂ} {E₁ E₂ : ℝ}
    (hW : RegularWindow M M' E₁ E₂) (hD : ∀ E ∈ Icc E₁ E₂, (-(M' E)).PosDef)
    (h : E₁ < E₂) : (pathOperator M E₂ - pathOperator M E₁).PosDef := by
  have hH := hermitian_sub hW h.le
  refine Matrix.posDef_iff_dotProduct_mulVec.2 ⟨hH, fun x hx => ?_⟩
  have hd := fun E hE =>
    hasDerivAt_expectation (hW.hermitian E hE) (hW.deriv E hE) (hW.no_pole E hE) x
  have hmono : StrictMonoOn (fun E => expectation (pathOperator M E) x) (Icc E₁ E₂) := by
    refine strictMonoOn_of_deriv_pos (convex_Icc _ _)
      (fun E hE => (hd E hE).continuousAt.continuousWithinAt) (fun E hE => ?_)
    have hE' := interior_subset hE
    rw [(hd E hE').deriv]
    -- the path operator is injective, so the scattered amplitudes do not vanish
    have hne : pathOperator M E *ᵥ x ≠ 0 := by
      intro h0
      apply hx
      have h1 := congrArg (fun v => M E *ᵥ v) h0
      simpa only [pathOperator, Matrix.mulVec_mulVec, Matrix.mul_nonsing_inv _
        (isUnit_iff_ne_zero.2 (hW.no_pole E hE')), Matrix.one_mulVec,
        Matrix.mulVec_zero] using h1
    exact (Complex.lt_def.1 ((hD E hE').dotProduct_mulVec_pos hne)).1
  rw [expectation_eq hH, expectation_sub]
  exact Complex.zero_lt_real.2 (sub_pos.2
    (hmono (left_mem_Icc.2 h.le) (right_mem_Icc.2 h.le) h))
```

## One channel and two sites

The smallest nontrivial case has one channel with level \(\varepsilon\) and \(M=\varepsilon-E\). Then

\[
\tau(E_2)-\tau(E_1)=\frac{E_2-E_1}{(\varepsilon-E_1)(\varepsilon-E_2)}.
\]

For \(E_1<E_2\) this is positive when both energies lie on the same side of \(\varepsilon\), and negative when they lie on opposite sides.

A simple model of two sites takes a real coupling \(g\) that does not depend on energy, unlike the propagator in a real KKR matrix:

\[
M=\begin{pmatrix}-E&g\\ g&-E\end{pmatrix},\qquad
\tau=\frac{-1}{E^2-g^2}\begin{pmatrix}E&g\\ g&E\end{pmatrix}.
\]

```lean
/-- A two-site model KKR matrix with diagonal entries `-E` and real coupling `g`. -/
def dimer (g E : ℝ) : Matrix (Fin 2) (Fin 2) ℂ := !![-(E : ℂ), (g : ℂ); (g : ℂ), -(E : ℂ)]
```

Here \(M'=-1\), so \(-M'\) is the identity, which is positive definite. As \(\det M=E^2-g^2\), every window that avoids \(E=\pm g\) is regular. The proof checks the four entries and their derivatives, then the determinant.

```lean
/-- On every window that contains no energy with `E² = g²`, the two-site model is regular with the
derivative `M' = -1`, and `-M'` is positive definite. -/
theorem dimer_witness (g a b : ℝ) (hg : ∀ E ∈ Icc a b, E ^ 2 ≠ g ^ 2) :
    RegularWindow (dimer g) (fun _ => -1) a b ∧
      (-(-1 : Matrix (Fin 2) (Fin 2) ℂ)).PosDef := by
  refine ⟨⟨fun E _ => ?_, fun E _ => ?_, fun E hE h => hg E hE ?_⟩, ?_⟩
  · ext i j
    fin_cases i <;> fin_cases j <;> simp [dimer]
  · have h0 : HasDerivAt (fun e : ℝ => -(e : ℂ)) (-1) E := by
      simpa using (HasDerivAt.ofReal_comp (hasDerivAt_id E)).fun_neg
    have h1 : HasDerivAt (fun _ : ℝ => (g : ℂ)) 0 E := hasDerivAt_const E (g : ℂ)
    refine Fin.forall_fin_two.2 ⟨Fin.forall_fin_two.2 ⟨?_, ?_⟩,
      Fin.forall_fin_two.2 ⟨?_, ?_⟩⟩
    · exact h0.congr_deriv (by simp)
    · exact h1.congr_deriv (by simp)
    · exact h1.congr_deriv (by simp)
    · exact h0.congr_deriv (by simp)
  · rw [dimer, Matrix.det_fin_two_of] at h
    have h' : ((E ^ 2 : ℝ) : ℂ) = ((g ^ 2 : ℝ) : ℂ) := by
      push_cast
      linear_combination h
    exact Complex.ofReal_injective h'
  · rw [neg_neg]
    exact Matrix.PosDef.one
```

For \(g=1\), numbering the sites from 0 as in the code, \(\tau_{00}(0)=0\) and \(\tau_{00}(2)=-\tfrac23\). The entry has dropped across the pole at \(E=1\), although \(M\) is invertible at both ends and \(-M'\) is positive definite throughout. Invertibility at the two end energies alone is therefore not enough for monotonicity. The proof verifies both inverses by multiplication and compares the entries.

```lean
/-- In the two-site model with `g = 1` the determinant vanishes at `E = 1`, and the first
diagonal entry of the path operator is lower at `E = 2` than at `E = 0`. -/
theorem dimer_drop_across_pole :
    (dimer 1 1).det = 0 ∧
      (pathOperator (dimer 1) 2 0 0).re < (pathOperator (dimer 1) 0 0 0).re := by
  have h2 : pathOperator (dimer 1) 2 = !![-2/3, -1/3; -1/3, -2/3] := by
    refine Matrix.inv_eq_right_inv ?_
    ext i j
    fin_cases i <;> fin_cases j <;>
      simp [dimer, Matrix.mul_apply, Fin.sum_univ_succ] <;> norm_num
  have h0 : pathOperator (dimer 1) 0 = !![0, 1; 1, 0] := by
    refine Matrix.inv_eq_right_inv ?_
    ext i j
    fin_cases i <;> fin_cases j <;> simp [dimer, Matrix.mul_apply, Fin.sum_univ_succ]
  constructor
  · rw [dimer, Matrix.det_fin_two_of]
    norm_num
  · rw [h2, h0]
    show (-2/3 : ℂ).re < (0 : ℂ).re
    norm_num

end

end KKREnergyDependence
```

```lean
#print axioms KKREnergyDependence.pathOperator_sub
#print axioms KKREnergyDependence.pathOperator_monotone
#print axioms KKREnergyDependence.pathOperator_strictMono
#print axioms KKREnergyDependence.dimer_drop_across_pole
```

```
'KKREnergyDependence.pathOperator_sub' depends on axioms: [propext, Classical.choice, Quot.sound]
'KKREnergyDependence.pathOperator_monotone' depends on axioms: [propext, Classical.choice, Quot.sound]
'KKREnergyDependence.pathOperator_strictMono' depends on axioms: [propext, Classical.choice, Quot.sound]
'KKREnergyDependence.dimer_drop_across_pole' depends on axioms: [propext, Classical.choice, Quot.sound]
```
